# For orbitals linked by overlap on a finite grid, fixing one constant determines the KLI potential

Take two orbitals on two grid points, with densities $n_1=(\tfrac34,\tfrac14)$ and $n_2=(\tfrac14,\tfrac34)$. The total density is $n=(1,1)$. The Krieger–Li–Iafrate (KLI) matrix $M_{ij}=\sum_x n_i(x)n_j(x)/n(x)$ has diagonal entries $\tfrac58$ and off-diagonal entries $\tfrac38$, so

$$1-M=\tfrac38\begin{pmatrix}1&-1\\-1&1\end{pmatrix}.$$

This matrix sees only the difference $c_1-c_2$ of the two orbital constants. It is singular, and it can only produce vectors whose components sum to zero.

Let the orbital potentials be $u_1=(-2,0)$ and $u_2=(0,0)$. Their density-weighted average, the Slater potential, is $v_S=(-\tfrac32,0)$. Writing $\langle p,f\rangle=\sum_x p(x)f(x)$, the right side $b_i=\langle n_i,v_S\rangle-\langle n_i,u_i\rangle$ is

$$b_1=-\tfrac98+\tfrac32=\tfrac38,\qquad b_2=-\tfrac38-0=-\tfrac38 .$$

The components do sum to zero, and $(1-M)c=b$ reduces to $c_1-c_2=1$. Setting $c_2=0$ gives $c_1=1$ and the potential $v=(-\tfrac34,\tfrac14)$. As a check, $\langle n_2,v\rangle=0=\langle n_2,u_2\rangle$ and $\langle n_1,v\rangle-\langle n_1,u_1\rangle=-\tfrac12+\tfrac32=1=c_1$.

The same mechanism works for any finite number of orbitals, provided that overlaps connect them all.

## Densities, overlaps and the KLI equation

The grid is a finite type `G`, and the occupied orbitals of one spin are labelled by a finite type `ι`.

In Lean 4 with Mathlib:

```lean
import Mathlib

open Matrix

namespace KLIConstants

noncomputable section

variable {G ι : Type*} [Fintype G] [Fintype ι]
```

The total density of these orbitals is $n(x)=\sum_i n_i(x)$.

```lean
/-- The total density at a grid point, summed over the orbitals. -/
def total (n : ι → G → ℝ) (x : G) : ℝ := ∑ i, n i x
```

The bracket $\langle p,f\rangle$ is a plain sum. On a grid with quadrature weights $w_x$, read $n_i(x)$ as $w_x|\varphi_i(x)|^2$, where $\varphi_i$ is the orbital.

```lean
/-- The sum of `f` weighted by `p`; for a density `p` that sums to one, this is the average of the
potential `f` over `p`. -/
def avg (p f : G → ℝ) : ℝ := ∑ x, p x * f x
```

Each orbital density is nonnegative and normalised, and the total is positive at every grid point, which makes the divisions by $n(x)$ meaningful.

```lean
/-- Nonnegative orbital densities, each summing to one, with positive total density
at every grid point. -/
structure IsOrbitalSet (n : ι → G → ℝ) : Prop where
  nonneg : ∀ i x, 0 ≤ n i x
  norm : ∀ i, ∑ x, n i x = 1
  pos : ∀ x, 0 < total n x
```

The matrix $M$ is built from densities alone.

```lean
/-- The KLI matrix `M i j = ∑ x, n i x * n j x / n x`, for nonvanishing total density. -/
def overlap (n : ι → G → ℝ) : Matrix ι ι ℝ :=
  Matrix.of fun i j => ∑ x, n i x * n j x / total n x
```

An entry $M_{ij}$ is positive when orbitals $i$ and $j$ share a grid point where neither density vanishes. The hypothesis `Linked` asks for a chain of such overlaps between any two orbitals. Physically, it excludes occupied orbitals that fall into groups with no common grid point, whose relative constants nothing would fix.

```lean
/-- Any two orbitals are joined by a chain of orbitals with positive successive overlaps. -/
def Linked (n : ι → G → ℝ) : Prop :=
  ∀ i j, Relation.ReflTransGen (fun a b => 0 < overlap n a b) i j
```

The potentials $u_i$ stand for the orbital-specific potentials obtained by differentiating an orbital-dependent energy functional with respect to $\varphi_i^*$ and dividing the result by $\varphi_i$. Where $\varphi_i$ vanishes, the value given to $u_i$ plays no role, because $u_i$ always appears multiplied by $n_i$. Here they are arbitrary real functions, and they are held fixed along with the densities. Their average is $v_S(x)=\sum_j n_j(x)u_j(x)/n(x)$.

```lean
/-- The Slater potential: the density-weighted average of the orbital potentials `u j`,
for nonvanishing total density. -/
def slater (n u : ι → G → ℝ) (x : G) : ℝ := (∑ j, n j x * u j x) / total n x
```

The right side of the linear system is $b_i=\langle n_i,v_S\rangle-\langle n_i,u_i\rangle$.

```lean
/-- The right side of the KLI system: the average of the Slater potential minus that of the
orbital potential, both over the density of orbital `i`. -/
def rhs (n u : ι → G → ℝ) (i : ι) : ℝ := avg (n i) (slater n u) - avg (n i) (u i)
```

Constants $c_j$ generate the potential $v[c](x)=\sum_j n_j(x)\,(u_j(x)+c_j)/n(x)$.

```lean
/-- The density-weighted average of the orbital potentials shifted by constants `c j`,
for nonvanishing total density. -/
def potential (n u : ι → G → ℝ) (c : ι → ℝ) (x : G) : ℝ :=
  (∑ j, n j x * (u j x + c j)) / total n x
```

The KLI equation requires these constants to be the ones that $v$ itself yields: $v=v[c]$ with $c_j=\langle n_j,v\rangle-\langle n_j,u_j\rangle$.

```lean
/-- The self-consistent KLI equation, for nonvanishing total density: `v` is the density-weighted
average of the orbital potentials `u j`, each shifted by the difference between the averages of `v`
and of `u j` over the density of orbital `j`. -/
def IsKLI (n u : ι → G → ℝ) (v : G → ℝ) : Prop :=
  v = potential n u (fun j => avg (n j) v - avg (n j) (u j))
```

If every $M_{ij}$ is positive, each chain needs only one step.

```lean
/-- If all overlaps are positive, the orbitals are linked. -/
theorem linked_of_pos {n : ι → G → ℝ} (h : ∀ i j, 0 < overlap n i j) : Linked n :=
  fun i j => Relation.ReflTransGen.single (h i j)
```

## Constants in the kernel, zero sum on the right

Symmetry of $M$ is visible in its definition. For the row sums, exchange the two summations:

$$\sum_j M_{ij}=\sum_x \frac{n_i(x)}{n(x)}\sum_j n_j(x)=\sum_x n_i(x)=1 .$$

Hence $1-M$ sends every constant vector to zero.

```lean
/-- For an orbital set, the KLI matrix is symmetric and its rows sum to one. -/
theorem overlap_symm_and_row_sum {n : ι → G → ℝ} (h : IsOrbitalSet n) :
    (∀ i j, overlap n i j = overlap n j i) ∧ ∀ i, ∑ j, overlap n i j = 1 := by
  constructor
  · intro i j
    simp only [overlap, Matrix.of_apply]
    exact Finset.sum_congr rfl fun x _ => by rw [mul_comm (n i x)]
  · intro i
    simp only [overlap, Matrix.of_apply]
    rw [Finset.sum_comm, ← h.norm i]
    refine Finset.sum_congr rfl fun x _ => ?_
    rw [← Finset.sum_div, ← Finset.mul_sum]
    exact mul_div_cancel_right₀ _ (h.pos x).ne'
```

The right side sums to zero because the Slater potential preserves the total weighted potential:

$$\sum_i\langle n_i,v_S\rangle=\sum_x n(x)v_S(x)=\sum_x\sum_j n_j(x)u_j(x)=\sum_j\langle n_j,u_j\rangle .$$

In the proof, `Finset.sum_comm` exchanges the sums and `field_simp` cancels $n(x)$.

```lean
/-- For an orbital set, the components of the right side of the KLI system sum to zero. -/
theorem sum_rhs {n : ι → G → ℝ} (h : IsOrbitalSet n) (u : ι → G → ℝ) :
    ∑ i, rhs n u i = 0 := by
  have e : ∑ i, ∑ x, n i x * slater n u x = ∑ i, ∑ x, n i x * u i x := by
    calc _ = ∑ x, ∑ i, n i x * slater n u x := Finset.sum_comm
      _ = ∑ x, ∑ i, n i x * u i x := Finset.sum_congr rfl fun x _ => by
          have hx := (h.pos x).ne'
          rw [← Finset.sum_mul]
          change total n x * ((∑ j, n j x * u j x) / total n x) = _
          field_simp
      _ = _ := Finset.sum_comm
  simp only [rhs, avg]
  rw [Finset.sum_sub_distrib, e, sub_self]
```

## Only constants in the kernel

In components, $((1-M)c)_i=c_i-\sum_j M_{ij}c_j$.

```lean
variable [DecidableEq ι]

/-- Each component of `(1 - M) c` is `c i` minus the overlap-weighted sum of the constants. -/
theorem one_sub_apply (n : ι → G → ℝ) (c : ι → ℝ) (i : ι) :
    ((1 - overlap n) *ᵥ c) i = c i - ∑ j, overlap n i j * c j := by
  rw [Matrix.sub_mulVec, Matrix.one_mulVec]
  rfl
```

Multiply by $c_i$ and sum. Unit row sums and symmetry let $\sum_i c_i^2$ be written as $\sum_{ij}M_{ij}c_i^2$ or as $\sum_{ij}M_{ij}c_j^2$. Taking half of each,

$$\sum_i c_i((1-M)c)_i=\sum_i c_i^2-\sum_{ij}M_{ij}c_ic_j=\tfrac12\sum_{ij}M_{ij}(c_i-c_j)^2 .$$

The steps `h1` and `h2` are the two rewritings, `h3` and `h4` expand the two sides, and `linarith` combines them.

```lean
/-- For an orbital set, the quadratic form of `1 - M` is half the overlap-weighted sum of
squared differences of the constants. -/
theorem quadratic_form {n : ι → G → ℝ} (h : IsOrbitalSet n) (c : ι → ℝ) :
    ∑ i, c i * ((1 - overlap n) *ᵥ c) i
      = 1 / 2 * ∑ i, ∑ j, overlap n i j * (c i - c j) ^ 2 := by
  obtain ⟨hs, hr⟩ := overlap_symm_and_row_sum h
  have h1 : ∑ i, ∑ j, overlap n i j * c i ^ 2 = ∑ i, c i ^ 2 :=
    Finset.sum_congr rfl fun i _ => by rw [← Finset.sum_mul, hr, one_mul]
  have h2 : ∑ i, ∑ j, overlap n i j * c j ^ 2 = ∑ i, c i ^ 2 := by
    rw [Finset.sum_comm, ← h1]
    exact Finset.sum_congr rfl fun i _ => Finset.sum_congr rfl fun j _ => by rw [hs j i]
  have h3 : ∑ i, c i * ((1 - overlap n) *ᵥ c) i
      = ∑ i, c i ^ 2 - ∑ i, ∑ j, overlap n i j * (c i * c j) := by
    rw [← Finset.sum_sub_distrib]
    refine Finset.sum_congr rfl fun i _ => ?_
    rw [one_sub_apply, mul_sub, Finset.mul_sum, ← pow_two]
    congr 1
    exact Finset.sum_congr rfl fun j _ => by ring
  have h4 : ∑ i, ∑ j, overlap n i j * (c i - c j) ^ 2
      = ∑ i, ∑ j, overlap n i j * c i ^ 2 + ∑ i, ∑ j, overlap n i j * c j ^ 2
        - 2 * ∑ i, ∑ j, overlap n i j * (c i * c j) := by
    simp only [Finset.mul_sum, ← Finset.sum_add_distrib, ← Finset.sum_sub_distrib]
    exact Finset.sum_congr rfl fun i _ => Finset.sum_congr rfl fun j _ => by ring
  linarith
```

Let $c$ and $c'$ solve the same system, and put $d=c-c'$. Then $(1-M)d=0$, so the quadratic form vanishes at $d$. Its terms are nonnegative, hence each is zero, and $M_{ab}>0$ forces $d_a=d_b$; this is `key`. Induction along the chain from $i$ to $j$ carries the equality to $d_i=d_j$. With $c'=0$, this says that the kernel contains nothing but constants.

```lean
/-- For a linked orbital set, two solutions of the same KLI system differ by a constant
common to all orbitals. -/
theorem solutions_differ_by_constant {n : ι → G → ℝ} (h : IsOrbitalSet n) (L : Linked n)
    {c c' : ι → ℝ} (hc : (1 - overlap n) *ᵥ c = (1 - overlap n) *ᵥ c') (i j : ι) :
    c i - c' i = c j - c' j := by
  obtain ⟨d, hdd⟩ : ∃ d, d = c - c' := ⟨_, rfl⟩
  have hd : (1 - overlap n) *ᵥ d = 0 := by rw [hdd, Matrix.mulVec_sub, hc, sub_self]
  have e := quadratic_form h d
  rw [hd] at e
  simp only [Pi.zero_apply, mul_zero, Finset.sum_const_zero] at e
  have t0 : ∀ a b, 0 ≤ overlap n a b * (d a - d b) ^ 2 := fun a b =>
    mul_nonneg (Finset.sum_nonneg fun x _ =>
      div_nonneg (mul_nonneg (h.nonneg a x) (h.nonneg b x)) (h.pos x).le) (sq_nonneg _)
  -- every term of the vanishing quadratic form vanishes
  have key : ∀ a b, 0 < overlap n a b → d a = d b := by
    intro a b hab
    have s1 : overlap n a b * (d a - d b) ^ 2 ≤ ∑ j, overlap n a j * (d a - d j) ^ 2 :=
      Finset.single_le_sum (f := fun j => overlap n a j * (d a - d j) ^ 2)
        (fun j _ => t0 a j) (Finset.mem_univ b)
    have s2 : ∑ j, overlap n a j * (d a - d j) ^ 2
        ≤ ∑ i, ∑ j, overlap n i j * (d i - d j) ^ 2 :=
      Finset.single_le_sum (f := fun i => ∑ j, overlap n i j * (d i - d j) ^ 2)
        (fun i _ => Finset.sum_nonneg fun j _ => t0 i j) (Finset.mem_univ a)
    have z : overlap n a b * (d a - d b) ^ 2 = 0 := le_antisymm (by linarith) (t0 a b)
    exact sub_eq_zero.mp (pow_eq_zero_iff two_ne_zero |>.mp
      ((mul_eq_zero.mp z).resolve_left hab.ne'))
  have hij : d i = d j := by
    have l := L i j
    induction l with
    | refl => rfl
    | tail _ hbc ih => exact ih.trans (key _ _ hbc)
  rw [hdd] at hij
  exact hij
```

## Existence with one constant set to zero

Choose an orbital $N$, usually the highest occupied one, and let $b$ be any vector with $\sum_i b_i=0$. Define

$$(Tc)_i=((1-M)c)_i+c_N .$$

The columns of $M$ also sum to one, so $\sum_i((1-M)c)_i=0$. With $K$ orbitals, $\sum_i(Tc)_i=K\,c_N$. Two consequences follow.

- If $Tc=0$, then $c_N=0$ and $(1-M)c=0$. So $c$ is constant and equal to its component $c_N=0$. Thus $T$ is injective, and in finite dimension it is surjective.
- If $Tc=b$, then $K\,c_N=\sum_i b_i=0$. The added term disappears and $(1-M)c=b$.

Uniqueness comes from the previous theorem: two solutions differ by a constant, which is zero at $N$.

```lean
/-- For a linked orbital set, `(1 - M) c = b` with components of `b` summing to zero has
exactly one solution whose component at a chosen orbital `N` is zero. -/
theorem existsUnique_solution {n : ι → G → ℝ} (h : IsOrbitalSet n) (L : Linked n)
    {b : ι → ℝ} (hb : ∑ i, b i = 0) (N : ι) :
    ∃! c : ι → ℝ, (1 - overlap n) *ᵥ c = b ∧ c N = 0 := by
  obtain ⟨hs, hr⟩ := overlap_symm_and_row_sum h
  have col : ∀ c : ι → ℝ, ∑ i, ((1 - overlap n) *ᵥ c) i = 0 := by
    intro c
    simp only [one_sub_apply]
    rw [Finset.sum_sub_distrib, sub_eq_zero, Finset.sum_comm]
    refine Finset.sum_congr rfl fun j _ => ?_
    rw [← Finset.sum_mul, Finset.sum_congr rfl fun i _ => hs i j, hr, one_mul]
  have hN : ∀ c : ι → ℝ, ∑ i, (((1 - overlap n) *ᵥ c) i + c N) = 0 → c N = 0 := by
    intro c hc
    have : Nonempty ι := ⟨N⟩
    rw [Finset.sum_add_distrib, col, zero_add, Finset.sum_const, Finset.card_univ,
      nsmul_eq_mul] at hc
    exact (mul_eq_zero.mp hc).resolve_left (Nat.cast_ne_zero.mpr Fintype.card_ne_zero)
  -- adding `c N` to every component makes the singular operator injective
  let T : (ι → ℝ) →ₗ[ℝ] (ι → ℝ) :=
    { toFun := fun c i => ((1 - overlap n) *ᵥ c) i + c N
      map_add' := fun c d => by
        funext i
        simp only [Matrix.mulVec_add, Pi.add_apply]
        ring
      map_smul' := fun a c => by
        funext i
        simp only [Matrix.mulVec_smul, Pi.smul_apply, smul_eq_mul, RingHom.id_apply]
        ring }
  have inj : Function.Injective T := by
    refine (injective_iff_map_eq_zero T).mpr fun c hc => ?_
    have hi : ∀ i, ((1 - overlap n) *ᵥ c) i + c N = 0 := fun i => congrFun hc i
    have h0 := hN c (Finset.sum_eq_zero fun i _ => hi i)
    have e : (1 - overlap n) *ᵥ c = (1 - overlap n) *ᵥ 0 := by
      rw [Matrix.mulVec_zero]
      funext i
      have hi' := hi i
      rw [h0, add_zero] at hi'
      exact hi'
    funext i
    have hd := solutions_differ_by_constant h L e i N
    simp only [Pi.zero_apply, sub_zero] at hd
    exact hd.trans h0
  obtain ⟨c, hc⟩ := LinearMap.injective_iff_surjective.mp inj b
  have hi : ∀ i, ((1 - overlap n) *ᵥ c) i + c N = b i := fun i => congrFun hc i
  have h0 := hN c ((Finset.sum_congr rfl fun i _ => hi i).trans hb)
  have he : (1 - overlap n) *ᵥ c = b := by
    funext i
    have hi' := hi i
    rw [h0, add_zero] at hi'
    exact hi'
  refine ⟨c, ⟨he, h0⟩, ?_⟩
  rintro c' ⟨e, z⟩
  funext i
  have hd := solutions_differ_by_constant h L (e.trans he.symm) i N
  linarith
```

## From the constants to the potential

Averaging $v[c]$ over orbital $i$ gives

$$\langle n_i,v[c]\rangle=\langle n_i,v_S\rangle+\sum_j M_{ij}c_j .$$

Subtract $\langle n_i,u_i\rangle$. The result equals $c_i$ exactly when $c_i-\sum_jM_{ij}c_j=b_i$. The linear system is therefore the self-consistency condition on the constants.

```lean
/-- Constants solve the KLI linear system exactly when each equals the difference between the
orbital averages of the potential they generate and of the orbital potential. -/
theorem system_iff_selfConsistent (n u : ι → G → ℝ) (c : ι → ℝ) :
    (1 - overlap n) *ᵥ c = rhs n u ↔
      ∀ i, avg (n i) (potential n u c) - avg (n i) (u i) = c i := by
  have havg : ∀ i, avg (n i) (potential n u c)
      = avg (n i) (slater n u) + ∑ j, overlap n i j * c j := by
    intro i
    have e : ∑ j, overlap n i j * c j
        = ∑ x, n i x * ((∑ j, n j x * c j) / total n x) := by
      simp only [overlap, Matrix.of_apply, Finset.sum_mul]
      rw [Finset.sum_comm]
      refine Finset.sum_congr rfl fun x _ => ?_
      rw [Finset.sum_div, Finset.mul_sum]
      exact Finset.sum_congr rfl fun j _ => by ring
    rw [e]
    simp only [avg, potential, slater]
    rw [← Finset.sum_add_distrib]
    refine Finset.sum_congr rfl fun x _ => ?_
    simp only [mul_add, Finset.sum_add_distrib]
    ring
  rw [funext_iff]
  refine forall_congr' fun i => ?_
  rw [one_sub_apply, havg]
  unfold rhs
  constructor <;> intro h <;> linarith
```

Since the KLI right side sums to zero, the general existence result applies to it.

```lean
/-- For a linked orbital set, the KLI system has exactly one solution whose constant for a
chosen orbital `N` is zero. -/
theorem existsUnique_kli_constants {n : ι → G → ℝ} (h : IsOrbitalSet n) (L : Linked n)
    (u : ι → G → ℝ) (N : ι) :
    ∃! c : ι → ℝ, (1 - overlap n) *ᵥ c = rhs n u ∧ c N = 0 :=
  existsUnique_solution h L (sum_rhs h u) N
```

These constants generate a potential $v[c]$ that solves the KLI equation, and $c_N=0$ becomes $\langle n_N,v\rangle=\langle n_N,u_N\rangle$. Conversely, let $v$ be any solution with this average, and read off $d_j=\langle n_j,v\rangle-\langle n_j,u_j\rangle$. Then $v=v[d]$, so $d$ solves the linear system with $d_N=0$. Uniqueness gives $d=c$, and hence $v=v[c]$.

```lean
/-- For a linked orbital set, the self-consistent KLI equation has exactly one solution `v`
whose average over a chosen orbital `N` equals that of the orbital potential `u N`. -/
theorem existsUnique_kli_potential {n : ι → G → ℝ} (h : IsOrbitalSet n) (L : Linked n)
    (u : ι → G → ℝ) (N : ι) :
    ∃! v : G → ℝ, IsKLI n u v ∧ avg (n N) v = avg (n N) (u N) := by
  obtain ⟨c, ⟨hc, hN⟩, huniq⟩ := existsUnique_kli_constants h L u N
  have hc' := (system_iff_selfConsistent n u c).mp hc
  refine ⟨potential n u c, ⟨?_, ?_⟩, ?_⟩
  · exact congrArg (potential n u) (funext fun i => (hc' i).symm)
  · linarith [hc' N, hN]
  · -- the constants read off from any other solution obey the same linear system
    rintro v ⟨hv, hvN⟩
    have hv' : v = potential n u (fun j => avg (n j) v - avg (n j) (u j)) := hv
    have hd : (1 - overlap n) *ᵥ (fun j => avg (n j) v - avg (n j) (u j)) = rhs n u :=
      (system_iff_selfConsistent n u _).mpr fun i =>
        congrArg (fun w => avg (n i) w - avg (n i) (u i)) hv'.symm
    have hdc := huniq _ ⟨hd, sub_eq_zero.mpr hvN⟩
    exact hv'.trans (congrArg (potential n u) hdc)

end

end KLIConstants
```

```lean
#print axioms KLIConstants.linked_of_pos
#print axioms KLIConstants.existsUnique_kli_potential
```

```
'KLIConstants.linked_of_pos' depends on axioms: [propext, Classical.choice, Quot.sound]
'KLIConstants.existsUnique_kli_potential' depends on axioms: [propext, Classical.choice, Quot.sound]
```

## The linear solve inside a Kohn–Sham calculation

For given orbitals that are linked by overlap and have positive total density at every grid point, the result means that a KLI step in an electronic-structure code has one well-defined answer once the average over orbital $N$ is fixed. It does not address convergence of the outer loop that updates the orbitals, or how close the KLI potential is to the full optimised effective potential.

A typical implementation computes $v_S$, $M$ and $b$ from the current orbitals, deletes row and column $N$, solves for the remaining constants, and assembles $v[c]$. The deleted equation holds automatically, because all the equations of the full system add up to $0=0$. A value of $\sum_i b_i$ well above rounding error points to a mismatch between the densities, quadrature weights or orbital potentials used in $v_S$ and those used in the orbital averages. In a spin-polarised calculation the solve is done separately for each spin, with one constant fixed in each.
